# Yukawa-screened static Coulomb hole by the trapezoidal rule on an infinite radial mesh: exponentially small error with $q=0$, linear error without it

**Q:** What does the mesh do in a simple example?

**A:** Take an electron in a medium with screening wave number $\kappa$, which turns the bare interaction $1/r$ (in Hartree atomic units) into the Yukawa form $e^{-\kappa r}/r$. Its static Coulomb-hole energy is $-\kappa/2$. Sample the momentum integral for it at $q=nh$, $n$ any integer, with the coarse spacing $h=\kappa$:

$$-\frac{\kappa}{2\pi}\left(1+2\cdot\frac12+2\cdot\frac15+2\cdot\frac1{10}+\dots\right)=-\frac{\kappa}{2}\coth\pi\approx-0.50187\,\kappa .$$

The error is $-0.00187\,\kappa$. The leading 1 in the bracket is the point $q=0$. Drop it and the result is $-0.34272\,\kappa$, an error of $+0.15728\,\kappa$. Halving $h$ shrinks the first error to about $-3.5\times10^{-6}\kappa$, but the second only to $0.07957\,\kappa$.

**Q:** Where does that integrand come from? The Coulomb hole lives in three dimensions.

**A:** In static COHSEX the hole is half of $W-v$ at coincident points, with $W$ the screened and $v$ the bare interaction. For Yukawa screening, $W=4\pi/(q^2+\kappa^2)$ and $v=4\pi/q^2$, so the radial integrand is

$$\frac{4\pi q^2}{(2\pi)^3}\cdot\frac12\left(\frac{4\pi}{q^2+\kappa^2}-\frac{4\pi}{q^2}\right)=-\frac1\pi\,\frac{\kappa^2}{q^2+\kappa^2}.$$

It is even in $q$, so half of it can be spread over the full line. That half is `holeDensity`, and its integral over the line is $-\kappa/2$ by elementary calculus. On a radial mesh with $q\ge0$, the sum over all integers $n$ is the trapezoidal rule for the radial integrand, in which the point $q=0$ has weight $h/2$. Giving it the full weight $h$ would add an error of $-h/(2\pi)$.

```lean
import Mathlib

open Filter Topology
open scoped Real

namespace SampledCoulombHole

noncomputable section

/-- The hyperbolic cotangent, for `x ≠ 0`. -/
def coth (x : ℝ) : ℝ := Real.cosh x / Real.sinh x

/-- The static Coulomb-hole density on the full momentum line, for screening
wave number `κ > 0`. -/
def holeDensity (κ q : ℝ) : ℝ := -(1 / (2 * π)) * (κ ^ 2 / (q ^ 2 + κ ^ 2))

/-- The Coulomb hole sampled on the mesh `q = n h`, with `n` any integer. -/
def sampledHole (κ h : ℝ) : ℝ := ∑' n : ℤ, h * holeDensity κ (n * h)

/-- The sampled Coulomb hole with the point `q = 0` left out. -/
def puncturedHole (κ h : ℝ) : ℝ :=
  ∑' n : ℤ, if n = 0 then 0 else h * holeDensity κ (n * h)
```

**Q:** So `sampledHole` and `puncturedHole` are the two sums you just compared?

**A:** Yes, for real $\kappa$ and $h$; the theorems about them take both positive. The next theorem is the radial identity above. It needs $q\ne0$ because of the bare $4\pi/q^2$; at $q=0$ the density takes its continuous value $-1/(2\pi)$. The proof clears denominators.

```lean
/-- At `q ≠ 0`, half the difference between the Yukawa and the bare Coulomb interaction,
weighted with the radial measure of three-dimensional momentum space, is twice the
hole density on the full line. -/
theorem radial_hole (κ : ℝ) {q : ℝ} (hq : q ≠ 0) :
    4 * π * q ^ 2 / (2 * π) ^ 3 *
      (1 / 2 * (4 * π / (q ^ 2 + κ ^ 2) - 4 * π / q ^ 2)) = 2 * holeDensity κ q := by
  have hD : q ^ 2 + κ ^ 2 ≠ 0 := by positivity
  unfold holeDensity
  field_simp
  ring
```

**Q:** How do you sum the Lorentzian without quoting the answer?

**A:** Start from the cotangent series

$$\pi\cot\pi z-\frac1z=\sum_{m\ge1}\left(\frac1{z-m}+\frac1{z+m}\right)$$

and put $z=ia$ with $a>0$. Each bracket becomes $-2ia/(m^2+a^2)$, while $\cot(i\pi a)=-i\coth\pi a$ and $1/(ia)=-i/a$. Cancelling $-i$ gives

$$\sum_{m\ge1}\frac1{m^2+a^2}=\frac{\pi\coth\pi a-1/a}{2a}.$$

In Lean $m$ is `n + 1`, with `n` a natural number. The proof first gets convergence by comparison with $\sum 1/m^2$. It then checks that $ia$ is not an integer, so that Mathlib's series `cot_series_rep'` applies. `hterm` is the bracket computation, and `exact_mod_cast` brings the complex identity back to the reals.

```lean
/-- The sum of the Lorentzian `1/(m² + a²)` over the positive integers `m`, for `a > 0`. -/
theorem hasSum_half_line {a : ℝ} (ha : 0 < a) :
    HasSum (fun n : ℕ => 1 / (((n : ℝ) + 1) ^ 2 + a ^ 2))
      ((π * coth (π * a) - 1 / a) / (2 * a)) := by
  have hs : Summable (fun n : ℕ => 1 / (((n : ℝ) + 1) ^ 2 + a ^ 2)) := by
    have h2 : Summable (fun n : ℕ => 1 / ((n : ℝ) + 1) ^ 2) := by
      have h1 := (summable_nat_add_iff (f := fun n : ℕ => 1 / (n : ℝ) ^ 2) 1).mpr
        (Real.summable_one_div_nat_pow.mpr one_lt_two)
      simpa using h1
    exact Summable.of_nonneg_of_le (fun n => by positivity)
      (fun n => one_div_le_one_div_of_le (by positivity) (by nlinarith [sq_nonneg a])) h2
  obtain ⟨T, hT⟩ := hs
  -- the cotangent series at the imaginary point `i a`
  have hz : (a : ℂ) * Complex.I ∈ Complex.integerComplement := by
    rintro ⟨n, hn⟩
    have him := congrArg Complex.im hn
    simp at him
    linarith
  have key := cot_series_rep' hz
  have hterm : ∀ n : ℕ, 1 / ((a : ℂ) * Complex.I - (n + 1)) + 1 / ((a : ℂ) * Complex.I + (n + 1))
      = (-2 * a * Complex.I) * ((1 / (((n : ℝ) + 1) ^ 2 + a ^ 2) : ℝ) : ℂ) := by
    intro n
    have h1 : (a : ℂ) * Complex.I - (n + 1) ≠ 0 := fun h0 => by
      have him := congrArg Complex.im h0
      simp at him
      linarith
    have h2 : (a : ℂ) * Complex.I + (n + 1) ≠ 0 := fun h0 => by
      have him := congrArg Complex.im h0
      simp at him
      linarith
    have h3 : ((n : ℂ) + 1) ^ 2 + (a : ℂ) ^ 2 ≠ 0 := by
      have h4 : ((n : ℝ) + 1) ^ 2 + a ^ 2 ≠ 0 := by positivity
      exact_mod_cast h4
    push_cast
    rw [div_add_div _ _ h1 h2, mul_one_div, div_eq_div_iff (mul_ne_zero h1 h2) h3]
    linear_combination (2 * (a : ℂ) ^ 3 * Complex.I) * Complex.I_sq
  rw [tsum_congr hterm, tsum_mul_left, ← Complex.ofReal_tsum, hT.tsum_eq, ← mul_assoc,
    Complex.cot, Complex.cos_mul_I, Complex.sin_mul_I, ← div_div, Complex.div_I,
    ← div_div, Complex.div_I] at key
  have hC : (π : ℂ) * (Complex.cosh (π * a) / Complex.sinh (π * a)) - 1 / a = 2 * a * T := by
    linear_combination Complex.I * key +
      ((π : ℂ) * (Complex.cosh (π * a) / Complex.sinh (π * a)) - 1 / a - 2 * a * T) *
        Complex.I_sq
  have hR : π * (Real.cosh (π * a) / Real.sinh (π * a)) - 1 / a = 2 * a * T := by
    exact_mod_cast hC
  convert hT using 1
  rw [coth, div_eq_iff (by positivity)]
  linear_combination hR
```

**Q:** And the full line?

**A:** Double the half-line sum and add the central term $1/a^2$. The $-1/a^2$ from the doubling cancels it, leaving $(\pi/a)\coth\pi a$. In the proof, `hpos` collects $n\ge0$, `hneg` collects $n\le-1$, and `HasSum.of_nat_of_neg_add_one` joins them.

```lean
/-- The sum of the Lorentzian `1/(n² + a²)` over all integers is `(π/a) coth(π a)`,
for `a > 0`. -/
theorem hasSum_lorentzian {a : ℝ} (ha : 0 < a) :
    HasSum (fun n : ℤ => 1 / ((n : ℝ) ^ 2 + a ^ 2)) (π / a * coth (π * a)) := by
  have h1 := hasSum_half_line ha
  obtain ⟨S, hS⟩ : ∃ S, S = (π * coth (π * a) - 1 / a) / (2 * a) := ⟨_, rfl⟩
  rw [← hS] at h1
  have hpos : HasSum (fun n : ℕ => 1 / ((n : ℝ) ^ 2 + a ^ 2)) (S + 1 / a ^ 2) := by
    have h2 := (hasSum_nat_add_iff (f := fun n : ℕ => 1 / ((n : ℝ) ^ 2 + a ^ 2)) (g := S) 1).mp
      (by simpa using h1)
    simpa using h2
  have hneg : HasSum (fun n : ℕ => 1 / (((-((n : ℤ) + 1) : ℤ) : ℝ) ^ 2 + a ^ 2)) S := by
    have e : (fun n : ℕ => 1 / (((-((n : ℤ) + 1) : ℤ) : ℝ) ^ 2 + a ^ 2))
        = fun n : ℕ => 1 / (((n : ℝ) + 1) ^ 2 + a ^ 2) := by
      funext n
      push_cast
      ring
    rw [e]
    exact h1
  -- fold the two half-lines together
  have h3 := HasSum.of_nat_of_neg_add_one (f := fun n : ℤ => 1 / ((n : ℝ) ^ 2 + a ^ 2))
    (by simpa using hpos) hneg
  convert h3 using 1
  rw [hS]
  ring
```

**Q:** Now put $\kappa$ and $h$ back.

**A:** With $a=\kappa/h$, each sampled term is

$$h\left(-\frac1{2\pi}\right)\frac{\kappa^2}{n^2h^2+\kappa^2}=-\frac{\kappa^2}{2\pi h}\,\frac1{n^2+a^2}.$$

Multiplying the prefactor by $(\pi h/\kappa)\coth(\pi\kappa/h)$ gives $-(\kappa/2)\coth(\pi\kappa/h)$. The statement uses `HasSum`, so it includes convergence of the infinite sum. In the proof, `ef` rescales the terms and `ev` the value.

```lean
/-- For `κ, h > 0` the Coulomb hole sampled on the mesh `q = n h` converges to
`-(κ/2) coth(π κ/h)`. -/
theorem hasSum_sampledHole {κ h : ℝ} (hκ : 0 < κ) (hh : 0 < h) :
    HasSum (fun n : ℤ => h * holeDensity κ (n * h)) (-(κ / 2) * coth (π * κ / h)) := by
  have h1 := (hasSum_lorentzian (div_pos hκ hh)).mul_left (-(κ ^ 2 / (2 * π * h)))
  have ef : (fun n : ℤ => h * holeDensity κ (n * h)) =
      fun n : ℤ => -(κ ^ 2 / (2 * π * h)) * (1 / ((n : ℝ) ^ 2 + (κ / h) ^ 2)) := by
    funext n
    have e : (n : ℝ) ^ 2 + (κ / h) ^ 2 = (((n : ℝ) * h) ^ 2 + κ ^ 2) / h ^ 2 := by
      field_simp
    have hD : ((n : ℝ) * h) ^ 2 + κ ^ 2 ≠ 0 := by positivity
    rw [e, holeDensity]
    generalize ((n : ℝ) * h) ^ 2 + κ ^ 2 = D at hD ⊢
    field_simp
  have ev : -(κ / 2) * coth (π * κ / h) =
      -(κ ^ 2 / (2 * π * h)) * (π / (κ / h) * coth (π * (κ / h))) := by
    rw [show π * (κ / h) = π * κ / h by ring]
    generalize coth (π * κ / h) = C
    field_simp
  rw [ef, ev]
  exact h1
```

**Q:** Where is the exponential accuracy?

**A:** In the hyperbolic cotangent. Since $\cosh x=\sinh x+e^{-x}$ and $e^{2x}-1=2e^x\sinh x$,

$$\coth x=1+\frac{e^{-x}}{\sinh x}=1+\frac2{e^{2x}-1}\qquad(x>0).$$

The Lean proof uses the same two identities, as `h2` and `h1`.

```lean
/-- For `x > 0`, `coth x` exceeds one by `2/(exp(2x) - 1)`. -/
theorem coth_eq {x : ℝ} (hx : 0 < x) : coth x = 1 + 2 / (Real.exp (2 * x) - 1) := by
  have hS : Real.sinh x ≠ 0 := (Real.sinh_pos_iff.mpr hx).ne'
  have hE : Real.exp (2 * x) = Real.exp x * Real.exp x := by rw [two_mul, Real.exp_add]
  have hinv : Real.exp x * Real.exp (-x) = 1 := by rw [← Real.exp_add]; simp
  have h1 : Real.exp (2 * x) - 1 = 2 * Real.sinh x * Real.exp x := by
    rw [Real.sinh_eq]
    linear_combination hE + hinv
  have h2 : Real.cosh x = Real.sinh x + (Real.exp x)⁻¹ := by
    rw [← Real.exp_neg, Real.cosh_eq, Real.sinh_eq]
    ring
  rw [coth, h1, h2, add_div, div_self hS]
  ring
```

Setting $x=\pi\kappa/h$ gives the mesh error at every positive spacing, $-\kappa/(e^{2\pi\kappa/h}-1)$.

```lean
/-- For `κ, h > 0` the sampled hole differs from `-κ/2` by exactly
`-κ/(exp(2π κ/h) - 1)`. -/
theorem sampledHole_error {κ h : ℝ} (hκ : 0 < κ) (hh : 0 < h) :
    sampledHole κ h + κ / 2 = -κ / (Real.exp (2 * π * κ / h) - 1) := by
  rw [sampledHole, (hasSum_sampledHole hκ hh).tsum_eq, coth_eq (by positivity),
    show 2 * (π * κ / h) = 2 * π * κ / h by ring]
  ring
```

**Q:** That is an equality. What does the limit add?

**A:** No new information, but it displays the rate and its prefactor. Write $Y=e^{2\pi\kappa/h}$. The error times $Y$ is $-\kappa/(1-Y^{-1})$, which tends to $-\kappa$ because $Y\to\infty$. The filter `𝓝[>] 0` says that $h$ approaches zero through positive values. Lean proves the limit for this rewritten expression, then transfers it with `congr'`, since the two agree for all $h>0$.

```lean
/-- For `κ > 0` the mesh error of the full sum, multiplied by `exp(2π κ/h)`, tends to `-κ`
as the spacing `h` tends to zero from above. -/
theorem sampledHole_exponential {κ : ℝ} (hκ : 0 < κ) :
    Tendsto (fun h => (sampledHole κ h + κ / 2) * Real.exp (2 * π * κ / h))
      (𝓝[>] 0) (𝓝 (-κ)) := by
  have hu : Tendsto (fun h : ℝ => 2 * π * κ / h) (𝓝[>] 0) atTop := by
    simp only [div_eq_mul_inv]
    exact tendsto_inv_nhdsGT_zero.const_mul_atTop (by positivity)
  have hy := tendsto_inv_atTop_zero.comp (Real.tendsto_exp_atTop.comp hu)
  have hlim : Tendsto (fun h : ℝ => -κ / (1 - (Real.exp (2 * π * κ / h))⁻¹))
      (𝓝[>] 0) (𝓝 (-κ / (1 - 0))) :=
    tendsto_const_nhds.div (tendsto_const_nhds.sub hy) (by norm_num)
  rw [sub_zero, div_one] at hlim
  refine hlim.congr' ?_
  filter_upwards [self_mem_nhdsWithin] with h hh
  rw [sampledHole_error hκ (Set.mem_Ioi.mp hh)]
  have hY := (Real.exp_pos (2 * π * κ / h)).ne'
  generalize Real.exp (2 * π * κ / h) = Y at hY ⊢
  rw [show 1 - Y⁻¹ = (Y - 1) / Y by rw [sub_div, div_self hY, one_div], div_div_eq_mul_div]
  ring
```

**Q:** And if I skip $q=0$ because the bare interaction diverges there?

**A:** The radial weight $q^2$ makes the integrand finite at that point, so you discard a finite term, $-h/(2\pi)$. Removing it gives the deviation

$$\frac h{2\pi}-\frac{\kappa}{e^{2\pi\kappa/h}-1}.$$

The proof subtracts a series whose only nonzero term sits at $n=0$ and then uses the previous error formula.

```lean
/-- For `κ, h > 0`, the sampled hole without `q = 0` differs from `-κ/2` by exactly
`h/(2π) - κ/(exp(2π κ/h) - 1)`. -/
theorem puncturedHole_error {κ h : ℝ} (hκ : 0 < κ) (hh : 0 < h) :
    puncturedHole κ h + κ / 2 = h / (2 * π) - κ / (Real.exp (2 * π * κ / h) - 1) := by
  have h0 : h * holeDensity κ 0 = -(h / (2 * π)) := by
    have h1 : κ ^ 2 / ((0 : ℝ) ^ 2 + κ ^ 2) = 1 := by
      rw [zero_pow two_ne_zero, zero_add, div_self (by positivity)]
    rw [holeDensity, h1]
    ring
  -- subtract the single term at `n = 0`
  have hsub := (hasSum_sampledHole hκ hh).sub (hasSum_ite_eq (0 : ℤ) (h * holeDensity κ 0))
  have e : (fun n : ℤ => if n = 0 then 0 else h * holeDensity κ (n * h)) =
      fun n : ℤ => h * holeDensity κ (n * h) - if n = 0 then h * holeDensity κ 0 else 0 := by
    funext n
    by_cases hn : n = 0 <;> simp [hn]
  have herr := sampledHole_error hκ hh
  rw [sampledHole, (hasSum_sampledHole hκ hh).tsum_eq] at herr
  rw [puncturedHole, e, hsub.tsum_eq, h0]
  linear_combination herr
```

For the asymptotics, set $u=2\pi\kappa/h$. The deviation divided by $h/(2\pi)$ is $1-u/(e^u-1)$. From $e^u\ge1+u+u^2/2$ we get $0\le u/(e^u-1)\le2/u$ for $u>0$, so the ratio tends to 1. `hsmall` is this squeeze. At $h=\kappa$ the ratio is already about $0.988$.

```lean
/-- For `κ > 0` the deviation from `-κ/2` of the sum without `q = 0` is asymptotic to `h/(2π)` as
the spacing `h` tends to zero from above. -/
theorem puncturedHole_asymptotic {κ : ℝ} (hκ : 0 < κ) :
    Tendsto (fun h => (puncturedHole κ h + κ / 2) / (h / (2 * π))) (𝓝[>] 0) (𝓝 1) := by
  have hu : Tendsto (fun h : ℝ => 2 * π * κ / h) (𝓝[>] 0) atTop := by
    simp only [div_eq_mul_inv]
    exact tendsto_inv_nhdsGT_zero.const_mul_atTop (by positivity)
  -- the exponential remainder is squeezed between `0` and `2/u`
  have hsmall : Tendsto (fun u : ℝ => u / (Real.exp u - 1)) atTop (𝓝 0) := by
    have h2 : Tendsto (fun u : ℝ => 2 / u) atTop (𝓝 0) :=
      tendsto_const_nhds.div_atTop tendsto_id
    refine tendsto_of_tendsto_of_tendsto_of_le_of_le' tendsto_const_nhds h2 ?_ ?_
    · filter_upwards [eventually_gt_atTop 0] with u hu0
      exact div_nonneg hu0.le (by linarith [Real.add_one_le_exp u])
    · filter_upwards [eventually_gt_atTop 0] with u hu0
      rw [div_le_div_iff₀ (by linarith [Real.add_one_le_exp u]) hu0]
      nlinarith [Real.quadratic_le_exp_of_nonneg hu0.le]
  have hlim : Tendsto (fun h : ℝ => 1 - 2 * π * κ / h / (Real.exp (2 * π * κ / h) - 1))
      (𝓝[>] 0) (𝓝 (1 - 0)) := tendsto_const_nhds.sub (hsmall.comp hu)
  rw [sub_zero] at hlim
  refine hlim.congr' ?_
  filter_upwards [self_mem_nhdsWithin] with h hh
  have hpos : 0 < h := Set.mem_Ioi.mp hh
  have hne : h / (2 * π) ≠ 0 := by positivity
  rw [puncturedHole_error hκ hpos, sub_div, div_self hne]
  generalize Real.exp (2 * π * κ / h) - 1 = Y
  rw [div_div_eq_mul_div]
  ring

end

end SampledCoulombHole
```

```lean
#print axioms SampledCoulombHole.radial_hole
#print axioms SampledCoulombHole.sampledHole_exponential
#print axioms SampledCoulombHole.puncturedHole_asymptotic
```

```
'SampledCoulombHole.radial_hole' depends on axioms: [propext, Classical.choice, Quot.sound]
'SampledCoulombHole.sampledHole_exponential' depends on axioms: [propext, Classical.choice, Quot.sound]
'SampledCoulombHole.puncturedHole_asymptotic' depends on axioms: [propext, Classical.choice, Quot.sound]
```

**Q:** Does this tell me how my GW calculation converges with k-points?

**A:** Not directly. The step left open is from a uniform, infinite radial line to a three-dimensional Brillouin-zone mesh, where the weight of the point $q=0$ and the cell around it are different. The screening is also postulated: $\kappa$ is an inverse screening length, as in a Thomas–Fermi picture, and the screening is static, homogeneous and isotropic. No dielectric function is computed, and the screened-exchange part of COHSEX is absent.

Within this Yukawa model, the result bears on the quadrature of the static Coulomb-hole term: it separates the error of a finite spacing from the error of a missing $q=0$ term. If a radial code of this kind shows an error linear in $h$ with slope $1/(2\pi)$, the treatment of $q=0$ is a sensible place to look. A finite momentum cutoff $Q\gg\kappa$ adds a separate error of about $\kappa^2/(\pi Q)$, which a smaller $h$ does not remove.
